# Rydberg spectra with constant quantum defects coincide exactly when the defects differ by an integer

## Effective quantum numbers and their energies

Consider one electron outside a closed ionic core of net charge one, in a single angular-momentum channel. Energies are in hartree, with the ionization threshold at zero. A bound level is labelled by its effective quantum number $x>0$ and has the energy

$$W(x) = -\frac{1}{2x^2}.$$

The core enters through one real number, the quantum defect $\mu$, taken to be independent of energy. The model admits as effective quantum numbers all positive solutions of a quantization condition,

$$N(\mu) = \{\,x>0 : \sin(\pi(x+\mu)) = 0\,\},$$

and the bound spectrum is the set of their energies,

$$S(\mu) = \{\,W(x) : x\in N(\mu)\,\}.$$

The condition is postulated here. It stands for the following physics: outside the core the electron moves in the potential $-1/r$, the core contributes a phase $\pi\mu$ to the radial function, and the function decays at large distance only if the total phase $\pi(x+\mu)$ is a multiple of $\pi$.

No restriction is placed on $\mu$. It may be negative, zero or larger than one.

## What the spectrum determines about the defect

Let $\mu$ and $\nu$ be two real quantum defects and let $\varepsilon>0$. The following four statements are equivalent:

1. $\mu-\nu$ is an integer.
2. $N(\mu)=N(\nu)$.
3. $S(\mu)=S(\nu)$.
4. $S(\mu)$ and $S(\nu)$ have the same levels in the energy window $(-\varepsilon,0)$.

Moreover, two spectra $S(\mu)$ and $S(\nu)$ are either identical or have no level in common.

For effective core potentials this means that, in a one-electron, single-channel model with a constant defect, a pseudopotential reproduces the Rydberg levels if and only if it conserves the quantum defect modulo integers. A pseudo-orbital with fewer radial nodes than the all-electron orbital can therefore carry a smaller principal quantum number and a correspondingly smaller defect at the same energy.

As an illustration take $\mu=1.3$ and $\nu=0.3$. Both give $x=0.7,\,1.7,\,2.7,\dots$, the first with labels $n=2,3,4,\dots$ and the second with $n=1,2,3,\dots$.

## From the sine condition to the Rydberg formula

The sine vanishes exactly at the integer multiples of $\pi$. Hence $\sin(\pi(x+\mu))=0$ means $\pi(x+\mu)=n\pi$ for some integer $n$, and dividing by $\pi$ gives

$$x = n-\mu .$$

So $N(\mu)$ consists of the positive numbers of the form $n-\mu$, and the energies are those of the Rydberg formula, $-1/(2(n-\mu)^2)$.

The integer $n$ is limited only by $n-\mu>0$. Adding the familiar requirement $n\ge 1$ would spoil the result. With $\mu=0$ and $\nu=-1$ it would give $\{1,2,3,\dots\}$ for the first defect and $\{2,3,4,\dots\}$ for the second, although the defects differ by an integer. The missing value $x=1$ belongs to $\nu=-1$ with the label $n=0$.

## One shared level fixes the defect modulo integers

Let $0<x<y$. Then $2x^2<2y^2$, so $1/(2y^2)<1/(2x^2)$, and a change of sign gives $W(x)<W(y)$. The energy is strictly increasing on positive $x$, and a level therefore determines its effective quantum number.

Suppose now that an energy $E$ lies in both $S(\mu)$ and $S(\nu)$. Then $E=W(x)=W(y)$ with $x\in N(\mu)$ and $y\in N(\nu)$, and so $x=y$. Writing $x=n-\mu$ and $y=m-\nu$ with integers $n$ and $m$, we get

$$n-\mu = m-\nu, \qquad\text{hence}\qquad \mu-\nu = n-m .$$

Conversely, let $\mu-\nu=k$ with $k$ an integer. Then

$$n-\mu = (n-k)-\nu, \qquad n-\nu = (n+k)-\mu .$$

Every element of $N(\mu)$ is an element of $N(\nu)$ with its label lowered by $k$, and every element of $N(\nu)$ is an element of $N(\mu)$ with its label raised by $k$. The two sets are equal, and so are the spectra.

The alternative between identical and disjoint spectra follows at once. If $\mu-\nu$ is an integer, the spectra agree; if it is not, a common level would contradict the first half of the argument.

## Levels in every window below threshold

Equality of two spectra inside a window would say nothing if the window were empty. It never is. Given $\varepsilon>0$, choose an integer $n>\mu+1+1/\varepsilon$ and set $x=n-\mu$. Then $x>1$ and $x>1/\varepsilon$, so $x\varepsilon>1$ and

$$2x^2\varepsilon = 2x\,(x\varepsilon) > 2x > 1 .$$

Therefore $0<1/(2x^2)<\varepsilon$, which is to say $-\varepsilon<W(x)<0$.

The equivalences can now be assembled. If the spectra agree in the window, the level just found is common to both, and $\mu-\nu$ is an integer. If the full spectra agree, they agree in any window. If the sets $N(\mu)$ and $N(\nu)$ agree, the spectra agree. In the other direction, an integer difference makes everything equal.

## A defect approaching one from below

Let $0<\mu<1$. The lowest level has $n=1$ and $x=1-\mu$, with energy $-1/(2(1-\mu)^2)$. As $\mu$ tends to one, this energy falls without bound, while the next levels, at $x=2-\mu,\,3-\mu,\dots$, tend to the hydrogenic values $x=1,2,\dots$. At $\mu=1$ the solution $x=0$ is excluded by positivity, and what remains is exactly the spectrum for $\mu=0$.

The very deep level is a feature of the model, which keeps every positive solution of the quantization condition. In a real atom the quantum-defect description applies to the valence and Rydberg levels, and the lowest solutions need not correspond to any state. Hydrogen already shows this: there $\mu=0$, and in a channel of angular momentum $l\ge 1$ the bound levels begin at $x=l+1$, so the solutions $x=1,\dots,l$ are not levels of that channel. This is why the version with the energy window is useful: for small $\varepsilon$ it refers only to levels near threshold.

## The Lean file

```lean
import Mathlib

open Real

namespace QuantumDefectModuloIntegers

/-- The effective quantum numbers for quantum defect `μ`: the positive solutions `x` of the
quantization condition `sin (π (x + μ)) = 0`. -/
def effectiveNumbers (μ : ℝ) : Set ℝ :=
  {x | 0 < x ∧ Real.sin (π * (x + μ)) = 0}

/-- The energy `-1 / (2 x²)`, in hartree, at effective quantum number `x ≠ 0`. -/
noncomputable def rydbergEnergy (x : ℝ) : ℝ := -1 / (2 * x ^ 2)

/-- The bound spectrum for quantum defect `μ`: the energies of all its effective quantum
numbers. -/
def boundSpectrum (μ : ℝ) : Set ℝ := rydbergEnergy '' effectiveNumbers μ

/-- The effective quantum numbers are the positive numbers of the form `n - μ` with `n` an
integer. -/
theorem mem_effectiveNumbers_iff (μ x : ℝ) :
    x ∈ effectiveNumbers μ ↔ 0 < x ∧ ∃ n : ℤ, x = n - μ := by
  constructor
  · rintro ⟨hx, hs⟩
    obtain ⟨n, hn⟩ := Real.sin_eq_zero_iff.mp hs
    have h : (n : ℝ) = x + μ :=
      mul_right_cancel₀ Real.pi_ne_zero (by rw [hn]; ring)
    exact ⟨hx, n, by linarith⟩
  · rintro ⟨hx, n, hn⟩
    exact ⟨hx, Real.sin_eq_zero_iff.mpr ⟨n, by rw [hn]; ring⟩⟩

/-- On positive effective quantum numbers the energy is strictly increasing. -/
theorem rydbergEnergy_strictMonoOn : StrictMonoOn rydbergEnergy (Set.Ioi 0) := by
  intro x hx y _ hxy
  have hx' : 0 < x := hx
  have h : 1 / (2 * y ^ 2) < 1 / (2 * x ^ 2) :=
    one_div_lt_one_div_of_lt (by positivity) (by nlinarith)
  unfold rydbergEnergy
  rw [neg_div, neg_div]
  linarith

/-- If two bound spectra share a single level, their quantum defects differ by an integer. -/
theorem integer_difference_of_common_level {μ ν E : ℝ}
    (hμ : E ∈ boundSpectrum μ) (hν : E ∈ boundSpectrum ν) :
    ∃ k : ℤ, μ - ν = k := by
  obtain ⟨x, hx, hxE⟩ := hμ
  obtain ⟨y, hy, hyE⟩ := hν
  -- equal energies mean equal effective quantum numbers
  have hxy : x = y :=
    rydbergEnergy_strictMonoOn.injOn hx.1 hy.1 (hxE.trans hyE.symm)
  obtain ⟨_, n, hn⟩ := (mem_effectiveNumbers_iff μ x).mp hx
  obtain ⟨_, m, hm⟩ := (mem_effectiveNumbers_iff ν y).mp hy
  refine ⟨n - m, ?_⟩
  push_cast
  linarith

/-- Quantum defects that differ by an integer have the same effective quantum numbers. -/
theorem effectiveNumbers_eq_of_integer_difference {μ ν : ℝ}
    (h : ∃ k : ℤ, μ - ν = k) : effectiveNumbers μ = effectiveNumbers ν := by
  obtain ⟨k, hk⟩ := h
  ext x
  rw [mem_effectiveNumbers_iff, mem_effectiveNumbers_iff]
  -- the integer label is shifted by `k`
  constructor
  · rintro ⟨hx, n, hn⟩
    refine ⟨hx, n - k, ?_⟩
    push_cast
    linarith
  · rintro ⟨hx, n, hn⟩
    refine ⟨hx, n + k, ?_⟩
    push_cast
    linarith

/-- For every quantum defect there are bound levels arbitrarily close below the ionization
threshold at zero energy. -/
theorem exists_level_near_threshold (μ : ℝ) {ε : ℝ} (hε : 0 < ε) :
    ∃ E ∈ boundSpectrum μ, E ∈ Set.Ioo (-ε) 0 := by
  obtain ⟨n, hn⟩ := exists_int_gt (μ + 1 + 1 / ε)
  have hinv : 0 < 1 / ε := by positivity
  obtain ⟨x, hx⟩ : ∃ x : ℝ, x = n - μ := ⟨_, rfl⟩
  have hx1 : 1 < x := by linarith
  have hx0 : 0 < x := by linarith
  have hxε : 1 / ε < x := by linarith
  have h1 : 1 < x * ε := (div_lt_iff₀ hε).mp hxε
  have h2 : 1 < ε * (2 * x ^ 2) := by
    nlinarith [mul_pos (sub_pos.mpr h1) hx0]
  have h3 : 1 / (2 * x ^ 2) < ε := (div_lt_iff₀ (by positivity)).mpr h2
  have h4 : 0 < 1 / (2 * x ^ 2) := by positivity
  refine ⟨rydbergEnergy x, ⟨x, (mem_effectiveNumbers_iff μ x).mpr ⟨hx0, n, hx⟩, rfl⟩, ?_⟩
  unfold rydbergEnergy
  rw [neg_div]
  exact ⟨by linarith, by linarith⟩

/-- Two quantum defects give the same levels in an energy window `(-ε, 0)` below the ionization
threshold if and only if they differ by an integer. -/
theorem spectra_agree_near_threshold_iff (μ ν : ℝ) {ε : ℝ} (hε : 0 < ε) :
    boundSpectrum μ ∩ Set.Ioo (-ε) 0 = boundSpectrum ν ∩ Set.Ioo (-ε) 0 ↔
      ∃ k : ℤ, μ - ν = k := by
  constructor
  · intro h
    -- the window contains a level, which is then common to both spectra
    obtain ⟨E, hE, hw⟩ := exists_level_near_threshold μ hε
    have hE' : E ∈ boundSpectrum ν ∩ Set.Ioo (-ε) 0 := h ▸ ⟨hE, hw⟩
    exact integer_difference_of_common_level hE hE'.1
  · intro h
    unfold boundSpectrum
    rw [effectiveNumbers_eq_of_integer_difference h]

/-- Two quantum defects give the same bound spectrum if and only if they differ by an
integer. -/
theorem boundSpectrum_eq_iff (μ ν : ℝ) :
    boundSpectrum μ = boundSpectrum ν ↔ ∃ k : ℤ, μ - ν = k := by
  constructor
  · intro h
    exact (spectra_agree_near_threshold_iff μ ν one_pos).mp (by rw [h])
  · intro h
    unfold boundSpectrum
    rw [effectiveNumbers_eq_of_integer_difference h]

/-- The positive solutions of `sin (π (x + μ)) = 0` and of `sin (π (x + ν)) = 0` coincide if and
only if `μ - ν` is an integer. -/
theorem effectiveNumbers_eq_iff (μ ν : ℝ) :
    effectiveNumbers μ = effectiveNumbers ν ↔ ∃ k : ℤ, μ - ν = k := by
  constructor
  · intro h
    exact (boundSpectrum_eq_iff μ ν).mp (by unfold boundSpectrum; rw [h])
  · exact effectiveNumbers_eq_of_integer_difference

/-- The bound spectra of two quantum defects are either identical or have no level in common. -/
theorem boundSpectrum_eq_or_disjoint (μ ν : ℝ) :
    boundSpectrum μ = boundSpectrum ν ∨ Disjoint (boundSpectrum μ) (boundSpectrum ν) := by
  by_cases h : ∃ k : ℤ, μ - ν = k
  · exact Or.inl ((boundSpectrum_eq_iff μ ν).mpr h)
  · exact Or.inr (Set.disjoint_left.mpr fun _ hμ hν =>
      h (integer_difference_of_common_level hμ hν))

end QuantumDefectModuloIntegers
```

```lean
#print axioms QuantumDefectModuloIntegers.integer_difference_of_common_level
#print axioms QuantumDefectModuloIntegers.effectiveNumbers_eq_iff
#print axioms QuantumDefectModuloIntegers.boundSpectrum_eq_or_disjoint
```

```
'QuantumDefectModuloIntegers.integer_difference_of_common_level' depends on axioms: [propext, Classical.choice, Quot.sound]
'QuantumDefectModuloIntegers.effectiveNumbers_eq_iff' depends on axioms: [propext, Classical.choice, Quot.sound]
'QuantumDefectModuloIntegers.boundSpectrum_eq_or_disjoint' depends on axioms: [propext, Classical.choice, Quot.sound]
```

## How the definitions and statements read

`effectiveNumbers μ` is the set $N(\mu)$, a set of real numbers defined by positivity together with the sine condition. `rydbergEnergy` is the function $W$, and `boundSpectrum μ` is the image of the first under the second, which is $S(\mu)$. Since these are sets, they record which energies occur and carry no degeneracies or wavefunctions.

The condition that the defects differ by an integer is written `∃ k : ℤ, μ - ν = k`, where the integer `k` is read as a real number. The window is `Set.Ioo (-ε) 0`, the open interval from $-\varepsilon$ to zero, and intersecting a spectrum with it keeps the levels inside.

The three equivalences are `effectiveNumbers_eq_iff`, `boundSpectrum_eq_iff` and `spectra_agree_near_threshold_iff`. The first two hold for all real `μ` and `ν` without further hypotheses; the third assumes only `0 < ε`. The dichotomy is `boundSpectrum_eq_or_disjoint`.

There is no Hamiltonian in the file, and no pseudopotential. The connection with a given core potential is that its levels in one channel are described by some constant $\mu$, and this is a physical assumption. Real quantum defects vary somewhat with energy, and channels can couple; neither effect is included. The file also contains no wavefunctions, so it makes no statement about the shape or amplitude of a pseudo-orbital.

## How the proof follows the derivation

`mem_effectiveNumbers_iff` is the passage from the sine condition to $x=n-\mu$. Mathlib's `Real.sin_eq_zero_iff` supplies the integer $n$ with $n\pi=\pi(x+\mu)$, and `mul_right_cancel₀` removes the factor $\pi$, which is allowed because `Real.pi_ne_zero`. The reverse direction substitutes $x=n-\mu$ back.

`rydbergEnergy_strictMonoOn` proves that $W$ is strictly increasing on `Set.Ioi 0`, the positive reals. The inequality between the reciprocals comes from `one_div_lt_one_div_of_lt`, where `nlinarith` checks $2x^2<2y^2$, and the final `linarith` handles the change of sign.

`integer_difference_of_common_level` unpacks the shared energy into `x` and `y`. Strict monotonicity gives injectivity through `injOn`, hence `x = y`. The preceding characterization then provides the labels `n` and `m`, and the required integer is `n - m`, as in the derivation.

`effectiveNumbers_eq_of_integer_difference` is the relabelling. After `ext x` the two sets are compared element by element, with `n - k` offered as the new label in one direction and `n + k` in the other. The remaining linear identities are closed by `linarith`.

`exists_level_near_threshold` takes its integer from `exists_int_gt` with the same bound $\mu+1+1/\varepsilon$ as above. The steps `h1`, `h2` and `h3` are $x\varepsilon>1$, $2x^2\varepsilon>1$ and $1/(2x^2)<\varepsilon$. For `h2`, `nlinarith` is given the product $(x\varepsilon-1)\,x>0$, which is the one nonlinear fact needed.

In `spectra_agree_near_threshold_iff`, the forward direction takes a level of $S(\mu)$ in the window, transfers it to $S(\nu)$ by the assumed equality, and applies the lemma on a common level. The backward direction rewrites one set of effective quantum numbers into the other.

The other two equivalences build on this one. `boundSpectrum_eq_iff` uses the window with $\varepsilon=1$, supplied by `one_pos`; any positive width would do. `effectiveNumbers_eq_iff` passes from equal effective quantum numbers to equal spectra and then applies the previous theorem. Finally, `boundSpectrum_eq_or_disjoint` distinguishes the two cases with `by_cases`, and in the non-integer case a common level gives the contradiction.
